# A closed form for the leading-order asymmetry splitting of a rigid rotor's ±K levels

Q: When I assign the spectrum of a slightly asymmetric top, I estimate which \(\pm K\) doublets will be resolved before I diagonalise anything. For that I need the splitting as a function of \(J\) and \(K\). You say there is a checked formula. Which Hamiltonian does it belong to?

A: The rigid rotor without centrifugal distortion. Let \(B_x, B_y, B_z\) be the rotational constants, with \(z\) the near-symmetry axis, and let \(m\) be the projection of the angular momentum on \(z\), with \(\hbar=1\). Drop the part that depends only on \(J\) and divide by \(B_z-(B_x+B_y)/2\), assumed nonzero. This leaves

\[
H = J_z^2+\frac b2\,(J_+^2+J_-^2),\qquad b=\frac{B_x-B_y}{2B_z-B_x-B_y}.
\]

The number \(b\) measures the asymmetry. The second term couples \(m\) to \(m+2\) with strength

\[
h_m=\frac b2\sqrt{(J-m)(J+m+1)(J-m-1)(J+m+2)} .
\]

Q: And the splitting?

A: It takes \(K\) steps of two to get from \(-K\) to \(K\), so the two states first couple at order \(K\) in \(b\). Lower orders shift both equally, by the symmetry \(m\to-m\). The effective coupling \(V\) is the product of the \(K\) couplings divided by the product of the intermediate energy gaps, and a two-level matrix with equal diagonal entries and off-diagonal \(V\) has eigenvalues \(2|V|\) apart. Keeping the sign of \(V\), define \(\Delta=2V\):

\[
\Delta=\frac{2\prod_{i=0}^{K-1}h_{-K+2i}}{\prod_{j=1}^{K-1}\left[K^2-(K-2j)^2\right]} .
\]

This perturbative argument motivates the definition of \(\Delta\); the file starts from the expression itself.

Q: How do the square roots disappear?

A: Set \(f_i=(J-K+2i+1)(J-K+2i+2)\). Putting \(m=-K+2i\) into the radicand gives

\[
(J+K-2i)(J-K+2i+1)(J+K-2i-1)(J-K+2i+2)=f_i\,f_{K-1-i},
\]

so \(h_{-K+2i}=\frac b2\sqrt{f_i}\sqrt{f_{K-1-i}}\). As \(i\) runs over the path, the second root takes the same values as the first in reverse order. Therefore

\[
\prod_{i=0}^{K-1}h_{-K+2i}=\left(\frac b2\right)^K\prod_{i=0}^{K-1}f_i=\left(\frac b2\right)^K\frac{(J+K)!}{(J-K)!},
\]

because the \(f_i\) together contain each integer from \(J-K+1\) to \(J+K\) once. Each gap is \(2j(2K-2j)=4j(K-j)\), so the gaps multiply to \(4^{K-1}((K-1)!)^2\). Since \(2/(2^K4^{K-1})=1/8^{K-1}\),

\[
\Delta=\frac{b^K\,(J+K)!}{(J-K)!\;8^{K-1}\,((K-1)!)^2},\qquad 1\le K\le J .
\]

Q: Try it on numbers.

A: Take \(J=K=2\) and \(b=0.1\). Both couplings are \(0.05\sqrt{24}\), with product \(0.06\). The single gap is \(4\), so \(\Delta=2\cdot0.06/4=0.03\). The closed form gives \(0.01\cdot 24/8=0.03\).

Q: Now the code. I suspect that the physics got lost in the definitions.

A: They begin with the ladder coefficient.

In Lean 4 with Mathlib:

```lean
import Mathlib

open Matrix Finset

namespace AsymmetricTopSplitting

noncomputable section

/-- The ladder coefficient taking projection `m` to `m + 1` at angular momentum `J`. -/
def ladder (J : ℕ) (m : ℤ) : ℝ := √(((J : ℝ) - m) * ((J : ℝ) + m + 1))
```

A state is a function `ψ : ℤ → ℝ` that gives an amplitude for each projection. The raising operator moves the amplitude at \(m-1\) to \(m\), with the usual real, non-negative matrix elements.

```lean
/-- The raising operator acting on amplitudes `ψ m` over the projections `m`. -/
def raiseOp (J : ℕ) (ψ : ℤ → ℝ) : ℤ → ℝ := fun m => ladder J (m - 1) * ψ (m - 1)
```

The coupling, the gap and the splitting are the expressions above.

```lean
/-- The asymmetry coupling `h_m` between the projections `m` and `m + 2`. -/
def coupling (b : ℝ) (J : ℕ) (m : ℤ) : ℝ :=
  b / 2 * √(((J : ℝ) - m) * ((J : ℝ) + m + 1) * ((J : ℝ) - m - 1) * ((J : ℝ) + m + 2))

/-- The symmetric-top energy difference between the projections `K` and `K - 2j`,
in units of the coefficient of the squared projection. -/
def gap (K j : ℕ) : ℝ := (K : ℝ) ^ 2 - ((K : ℝ) - 2 * j) ^ 2

/-- The leading-order splitting of the pair `±K`: twice the product of the couplings along
the path from `-K` to `K`, divided by the product of the intermediate energy gaps. -/
def splitting (b : ℝ) (J K : ℕ) : ℝ :=
  2 * (∏ i ∈ range K, coupling b J (-(K : ℤ) + 2 * i)) / ∏ j ∈ Ico 1 K, gap K j
```

Here `range K` is \(i=0,\dots,K-1\) and `Ico 1 K` is \(j=1,\dots,K-1\). For \(K=1\) there is no intermediate state, and the empty product is 1. `J` and `K` are natural numbers and `b` is any real number. The result is signed: for odd \(K\) and negative \(b\) it is negative. To get the separation in the units of the rotational constants, multiply its absolute value by \(|B_z-(B_x+B_y)/2|\), the factor divided out at the start.

Q: You typed in `coupling` by hand. What ties it to angular momentum?

A: This theorem. `Pi.single m 1` is the state with projection \(m\). Raise it twice, read off the amplitude at \(m+2\), multiply by \(b/2\), and you have \(h_m\), for every \(m\) from \(-J\) to \(J\).

```lean
/-- The coupling `h_m` is the matrix element of `b/2` times the squared raising operator
between the projections `m` and `m + 2`. -/
theorem coupling_eq_matrix_element (b : ℝ) (J : ℕ) (m : ℤ)
    (h₁ : -(J : ℤ) ≤ m) (h₂ : m ≤ J) :
    b / 2 * raiseOp J (raiseOp J (Pi.single m 1)) (m + 2) = coupling b J m := by
  have e1 : m + 2 - 1 = m + 1 := by ring
  have e2 : m + 1 - 1 = m := by ring
  have g1 : -(J : ℝ) ≤ m := by exact_mod_cast h₁
  have g2 : (m : ℝ) ≤ J := by exact_mod_cast h₂
  have hB : 0 ≤ ((J : ℝ) - m) * ((J : ℝ) + m + 1) :=
    mul_nonneg (by linarith) (by linarith)
  simp only [raiseOp, e1, e2, Pi.single_eq_same, mul_one]
  unfold ladder coupling
  rw [← Real.sqrt_mul' _ hB]
  congr 2
  push_cast
  ring
```

The proof merges the two ladder roots into one, which is allowed because \((J-m)(J+m+1)\ge0\) in that range. The \(J_-^2\) term supplies the same real element in the opposite direction, by hermiticity; the file defines no lowering operator.

Q: Does the proof of the closed form follow your derivation?

A: Closely. First comes the product of consecutive pairs, with \(D\) standing for \(J-K\). Induction on the number of pairs adds two factors to the factorial at each step.

```lean
/-- A product of `n` consecutive pairs of integers above `D` is a ratio of factorials,
written without division. -/
theorem prod_pairs (D n : ℕ) :
    (∏ i ∈ range n, (((D : ℝ) + 2 * i + 1) * ((D : ℝ) + 2 * i + 2))) * (D.factorial : ℝ)
      = ((D + 2 * n).factorial : ℝ) := by
  induction n with
  | zero => simp
  | succ n ih =>
    have h : D + 2 * (n + 1) = (D + 2 * n + 1) + 1 := by ring
    rw [prod_range_succ, h, Nat.factorial_succ, Nat.factorial_succ]
    push_cast
    linear_combination (((D : ℝ) + 2 * n + 1) * ((D : ℝ) + 2 * n + 2)) * ih
```

Next is the product of couplings. In it, `step` is the factorisation into \(\sqrt{f_i}\sqrt{f_{K-1-i}}\), `prod_range_reflect` reverses the order, and `Real.mul_self_sqrt` removes the roots.

```lean
/-- The product of the `K` couplings on the path from `-K` to `K` contains no square root. -/
theorem prod_coupling (b : ℝ) {J K : ℕ} (hKJ : K ≤ J) :
    ∏ i ∈ range K, coupling b J (-(K : ℤ) + 2 * i)
      = (b / 2) ^ K * (((J + K).factorial : ℝ) / ((J - K).factorial : ℝ)) := by
  obtain ⟨D, rfl⟩ := Nat.exists_eq_add_of_le hKJ
  have hD : K + D - K = D := by omega
  obtain ⟨f, hf⟩ : ∃ f : ℕ → ℝ, ∀ i : ℕ,
      f i = ((D : ℝ) + 2 * i + 1) * ((D : ℝ) + 2 * i + 2) := ⟨_, fun _ => rfl⟩
  have hpos : ∀ i, 0 ≤ f i := by
    intro i
    rw [hf]
    positivity
  -- each coupling pairs a factor with its mirror image on the path
  have step : ∀ i ∈ range K, coupling b (K + D) (-(K : ℤ) + 2 * i)
      = b / 2 * (√(f i) * √(f (K - 1 - i))) := by
    intro i hi
    obtain ⟨k, hk⟩ := Nat.exists_eq_add_of_lt (mem_range.mp hi)
    have hk' : K - 1 - i = k := by omega
    have hc : (K : ℝ) = i + k + 1 := by exact_mod_cast hk
    rw [hk', ← Real.sqrt_mul (hpos i)]
    simp only [hf]
    unfold coupling
    congr 2
    push_cast
    rw [hc]
    ring
  have hr : ∏ i ∈ range K, √(f (K - 1 - i)) = ∏ i ∈ range K, √(f i) :=
    prod_range_reflect (fun i => √(f i)) K
  have hprod : ∏ i ∈ range K, f i
      = ((K + D + K).factorial : ℝ) / ((K + D - K).factorial : ℝ) := by
    rw [hD, eq_div_iff (Nat.cast_ne_zero.mpr (Nat.factorial_ne_zero D)),
      show K + D + K = D + 2 * K by ring, ← prod_pairs D K]
    simp only [hf]
  rw [prod_congr rfl step, prod_mul_distrib, prod_const, card_range, prod_mul_distrib, hr,
    ← prod_mul_distrib, prod_congr rfl (fun i _ => Real.mul_self_sqrt (hpos i)), hprod]
```

The gaps are treated the same way. The proof writes \(K=n+1\) and \(j=1+i\), factorises each gap as \(4j(K-j)\), and reverses one of the two products so that both become \((K-1)!\).

```lean
/-- The product of the energy gaps at the intermediate projections between `K` and `-K`. -/
theorem prod_gap {K : ℕ} (hK : 1 ≤ K) :
    ∏ j ∈ Ico 1 K, gap K j = 4 ^ (K - 1) * ((K - 1).factorial : ℝ) ^ 2 := by
  obtain ⟨n, rfl⟩ : ∃ n, K = n + 1 := ⟨K - 1, by omega⟩
  have hfac : ∏ i ∈ range n, ((i : ℝ) + 1) = (n.factorial : ℝ) := by
    exact_mod_cast prod_range_add_one_eq_factorial n
  have hr : ∏ i ∈ range n, (((n - 1 - i : ℕ) : ℝ) + 1) = ∏ i ∈ range n, ((i : ℝ) + 1) :=
    prod_range_reflect (fun i : ℕ => (i : ℝ) + 1) n
  -- each gap factorises as 4 j (K - j)
  have step : ∀ i ∈ range n, gap (n + 1) (1 + i)
      = 4 * (((i : ℝ) + 1) * (((n - 1 - i : ℕ) : ℝ) + 1)) := by
    intro i hi
    obtain ⟨k, hk⟩ := Nat.exists_eq_add_of_lt (mem_range.mp hi)
    have hk' : n - 1 - i = k := by omega
    have hc : (n : ℝ) = i + k + 1 := by exact_mod_cast hk
    rw [hk']
    unfold gap
    push_cast
    rw [hc]
    ring
  rw [prod_Ico_eq_prod_range, Nat.add_sub_cancel, prod_congr rfl step, prod_mul_distrib,
    prod_const, card_range, prod_mul_distrib, hr, hfac]
  ring
```

The main theorem puts the two products together. Its hypotheses `hK` and `hKJ` say \(1\le K\le J\), and the proof only has to collect the powers of 2 and 4 into \(8^{K-1}\).

```lean
/-- The leading-order asymmetry splitting of the pair `±K` in closed form,
for `1 ≤ K ≤ J`. -/
theorem splitting_eq (b : ℝ) {J K : ℕ} (hK : 1 ≤ K) (hKJ : K ≤ J) :
    splitting b J K = b ^ K * ((J + K).factorial : ℝ)
      / (((J - K).factorial : ℝ) * 8 ^ (K - 1) * ((K - 1).factorial : ℝ) ^ 2) := by
  unfold splitting
  rw [prod_coupling b hKJ, prod_gap hK]
  obtain ⟨n, rfl⟩ : ∃ n, K = n + 1 := ⟨K - 1, by omega⟩
  have h8 : (8 : ℝ) ^ n = 2 ^ n * 4 ^ n := by
    rw [← mul_pow]
    norm_num
  have hG : ((J - (n + 1)).factorial : ℝ) ≠ 0 :=
    Nat.cast_ne_zero.mpr (Nat.factorial_ne_zero _)
  have hP : (n.factorial : ℝ) ≠ 0 := Nat.cast_ne_zero.mpr (Nat.factorial_ne_zero _)
  rw [Nat.add_sub_cancel, h8, div_pow, pow_succ (2 : ℝ) n]
  field_simp
```

For \(K=1\) the factorials reduce to \(bJ(J+1)\), which shows how quickly this doublet opens with \(J\).

```lean
/-- For `K = 1` the leading-order splitting is `b J (J + 1)`. -/
theorem splitting_one (b : ℝ) {J : ℕ} (hJ : 1 ≤ J) :
    splitting b J 1 = b * J * (J + 1) := by
  obtain ⟨n, rfl⟩ : ∃ n, J = n + 1 := ⟨J - 1, by omega⟩
  have hP : (n.factorial : ℝ) ≠ 0 := Nat.cast_ne_zero.mpr (Nat.factorial_ne_zero _)
  rw [splitting_eq b le_rfl hJ, Nat.add_sub_cancel, Nat.sub_self, Nat.factorial_succ,
    Nat.factorial_succ, Nat.factorial_zero, pow_zero, pow_one, Nat.cast_one, one_pow,
    mul_one, mul_one, div_eq_iff hP]
  push_cast
  ring
```

Q: All of that is algebra on a perturbative expression. Does the file ever compare it with actual eigenvalues?

A: For one case, \(J=2\) and \(K=2\). The projections \(-2,0,2\) couple only among themselves, so the Hamiltonian on them is a \(3\times3\) matrix with \(m^2\) on the diagonal.

```lean
/-- The rotor Hamiltonian for `J = 2` on the projections `-2, 0, 2`. -/
def blockTwo (b : ℝ) : Matrix (Fin 3) (Fin 3) ℝ :=
  !![4, coupling b 2 (-2), 0; coupling b 2 (-2), 0, coupling b 2 0; 0, coupling b 2 0, 4]

/-- The energy `2 + √(4 + 12 b²)`. -/
def upperEnergy (b : ℝ) : ℝ := 2 + √(4 + 12 * b ^ 2)
```

Write \(h=h_{-2}=h_0=\sqrt6\,b\) and \(E=2+\sqrt{4+12b^2}\). On \((1,0,-1)\) the two contributions to the middle component cancel, which leaves energy 4. On \((E,2h,E)\) the middle row gives \(2hE\), as required, and the outer rows require \(4E+2h^2=E^2\). That is \(E^2-4E-12b^2=0\), which \(E\) satisfies.

```lean
/-- For `J = 2` the antisymmetric combination of the projections `±2` has energy `4`, and an
explicit symmetric state has energy `2 + √(4 + 12 b²)`. -/
theorem blockTwo_eigenvectors (b : ℝ) :
    blockTwo b *ᵥ ![1, 0, -1] = (4 : ℝ) • ![1, 0, -1] ∧
    blockTwo b *ᵥ ![upperEnergy b, 2 * coupling b 2 0, upperEnergy b]
      = upperEnergy b • ![upperEnergy b, 2 * coupling b 2 0, upperEnergy b] := by
  have c0 : coupling b 2 0 = b / 2 * √24 := by
    unfold coupling
    congr 2
    norm_num
  have c2 : coupling b 2 (-2) = coupling b 2 0 := by
    rw [c0]
    unfold coupling
    congr 2
    norm_num
  have hsq : coupling b 2 0 ^ 2 = 6 * b ^ 2 := by
    rw [c0, mul_pow, Real.sq_sqrt (by norm_num)]
    ring
  -- the quadratic equation of the symmetric sector
  have hE : upperEnergy b ^ 2 = 4 * upperEnergy b + 2 * coupling b 2 0 ^ 2 := by
    have hs : √(4 + 12 * b ^ 2) ^ 2 = 4 + 12 * b ^ 2 := Real.sq_sqrt (by positivity)
    rw [hsq]
    unfold upperEnergy
    linear_combination hs
  unfold blockTwo
  rw [c2]
  generalize coupling b 2 0 = h at *
  generalize upperEnergy b = E at *
  constructor
  · ext i
    fin_cases i <;> simp [Matrix.mulVec, dotProduct, Fin.sum_univ_succ]
  · ext i
    fin_cases i <;> simp [Matrix.mulVec, dotProduct, Fin.sum_univ_succ]
    all_goals first | linear_combination (-1 : ℝ) * hE | ring1
```

The proof establishes \(h^2=6b^2\) and this quadratic equation, then checks the eigenvector equations component by component. The vectors in the code are unnormalised. With unit length they are

\[
\frac{1}{\sqrt2}(1,0,-1),\qquad \frac{1}{2\sqrt{E(E-2)}}\,(E,\,2\sqrt6\,b,\,E).
\]

At \(b=0\) the second becomes \((1,0,1)/\sqrt2\), so these are the two partners of the \(\pm2\) doublet.

Q: Then the exact splitting is \(E-4\). How far off is the formula?

A: It gives \(3b^2\). With \(s=\sqrt{4+12b^2}\) we have \(E-4=s-2\) and \(3b^2=(s^2-4)/4\), so

\[
3b^2-(s-2)=\frac{(s-2)^2}{4}\ge0 .
\]

This also shows \(s-2\le3b^2\). Since \(s\ge2\), we may square that, and the error is at most \(\frac94b^4\).

```lean
/-- For `J = K = 2` the leading-order splitting exceeds the exact energy difference by
at least zero and at most `(9/4) b⁴`. -/
theorem splitting_two_error (b : ℝ) :
    0 ≤ splitting b 2 2 - (upperEnergy b - 4) ∧
    splitting b 2 2 - (upperEnergy b - 4) ≤ 9 / 4 * b ^ 4 := by
  have h3 : splitting b 2 2 = 3 * b ^ 2 := by
    rw [splitting_eq b (by norm_num) le_rfl]
    norm_num [Nat.factorial]
    ring
  have hs : √(4 + 12 * b ^ 2) ^ 2 = 4 + 12 * b ^ 2 := Real.sq_sqrt (by positivity)
  have h2 : 2 ≤ √(4 + 12 * b ^ 2) := Real.le_sqrt_of_sq_le (by nlinarith [sq_nonneg b])
  rw [h3]
  unfold upperEnergy
  generalize √(4 + 12 * b ^ 2) = s at *
  -- the error is a perfect square
  have key : 3 * b ^ 2 - (2 + s - 4) = (s - 2) ^ 2 / 4 := by linear_combination (-1 / 4) * hs
  have hle : s - 2 ≤ 3 * b ^ 2 := by nlinarith [sq_nonneg (s - 2)]
  have hpow : (s - 2) ^ 2 ≤ (3 * b ^ 2) ^ 2 := pow_le_pow_left₀ (by linarith) hle 2
  rw [key]
  constructor
  · positivity
  · nlinarith [hpow]

end

end AsymmetricTopSplitting
```

In the proof, `key` is the perfect square, `hle` is the bound on \(s-2\), and `hpow` squares it. In the numerical case above, the exact splitting is \(\sqrt{4.12}-2\approx0.029778\). The error is about \(0.000222\), just under the bound of \(0.000225\).

```lean
#print axioms AsymmetricTopSplitting.splitting_eq
-- 'AsymmetricTopSplitting.splitting_eq' depends on axioms: [propext, Classical.choice, Quot.sound]
#print axioms AsymmetricTopSplitting.splitting_one
-- 'AsymmetricTopSplitting.splitting_one' depends on axioms: [propext, Classical.choice, Quot.sound]
#print axioms AsymmetricTopSplitting.blockTwo_eigenvectors
-- 'AsymmetricTopSplitting.blockTwo_eigenvectors' depends on axioms: [propext, Classical.choice, Quot.sound]
#print axioms AsymmetricTopSplitting.splitting_two_error
-- 'AsymmetricTopSplitting.splitting_two_error' depends on axioms: [propext, Classical.choice, Quot.sound]
```

Q: So for higher \(J\) and \(K\) I have the leading term but no error bound.

A: Yes. For a rigid rotor with small asymmetry, the formula gives a first estimate of a doublet splitting and a check on the small-\(b\) limit of a diagonalisation code. How small \(b\) must be depends on \(J\), because the couplings grow with \(J\) while the gaps do not. When they become comparable, diagonalise the full block.
